# Velocities that keep all pair distances to first order are rigid motions when the atoms affinely span space

A molecule drifts and tumbles without changing shape. A geometry optimiser working in interatomic distances is blind to such motion. Is it blind to anything else?

Let atoms \(i\) have positions \(r_i\) and velocities \(v_i\) in a real inner product space \(E\), such as \(\mathbb R^d\). The linear map \(B\), `distanceB r` in Lean, takes the velocities to the array

\[(Bv)_{ij}=\langle r_i-r_j,\;v_i-v_j\rangle .\]

A linear map \(K\) is skew, `IsSkew K`, if \(\langle Kx,y\rangle=-\langle x,Ky\rangle\) for all \(x,y\). The type `ι` labels the atoms.

```lean
import Mathlib

open scoped InnerProductSpace

namespace RigidMotionKernel

noncomputable section

variable {ι E : Type*} [NormedAddCommGroup E] [InnerProductSpace ℝ E]

/-- The B map of all pair distances: it sends velocities `v` to the numbers
`⟪r i - r j, v i - v j⟫`. -/
def distanceB (r : ι → E) : (ι → E) →ₗ[ℝ] (ι → ι → ℝ) where
  toFun v i j := ⟪r i - r j, v i - v j⟫_ℝ
  map_add' v w := by
    funext i j
    simp only [Pi.add_apply, inner_sub_right, inner_add_right]
    ring
  map_smul' c v := by
    funext i j
    simp only [Pi.smul_apply, inner_sub_right, inner_smul_right, smul_eq_mul,
      RingHom.id_apply]
    ring

/-- A linear map is skew when moving it across the inner product changes the sign. -/
def IsSkew (K : E →ₗ[ℝ] E) : Prop := ∀ x y, ⟪K x, y⟫_ℝ = -⟪x, K y⟫_ℝ
```

## (a) What B measures

Let the atoms move along \(r_i+tv_i\). Show that

\[\left.\frac{d}{dt}\right|_{t=0}\tfrac12\|(r_i+tv_i)-(r_j+tv_j)\|^2=(Bv)_{ij}.\]

**Solution.** With \(r=r_i-r_j\) and \(v=v_i-v_j\), the function is \(\tfrac12\|r\|^2+t\langle r,v\rangle+\tfrac12t^2\|v\|^2\). Its derivative at \(0\) is \(\langle r,v\rangle\). The Lean proof makes the same expansion and differentiates term by term.

```lean
/-- The entries of `distanceB r v` are the initial rates of change of half the squared
pair distances when the atoms move with velocities `v`. -/
theorem hasDerivAt_half_sq_distance (r v : ι → E) (i j : ι) :
    HasDerivAt (fun t : ℝ => ‖(r i + t • v i) - (r j + t • v j)‖ ^ 2 / 2)
      (distanceB r v i j) 0 := by
  have h : (fun t : ℝ => ‖(r i + t • v i) - (r j + t • v j)‖ ^ 2 / 2) =
      fun t : ℝ => ‖r i - r j‖ ^ 2 / 2 + (t * ⟪r i - r j, v i - v j⟫_ℝ
        + t ^ 2 * (‖v i - v j‖ ^ 2 / 2)) := by
    funext t
    have e : (r i + t • v i) - (r j + t • v j) = (r i - r j) + t • (v i - v j) := by
      module
    rw [e, norm_add_sq_real, inner_smul_right, norm_smul, mul_pow, Real.norm_eq_abs, sq_abs]
    ring
  rw [h]
  have d := (((hasDerivAt_id' (0 : ℝ)).mul_const ⟪r i - r j, v i - v j⟫_ℝ).fun_add
    ((hasDerivAt_pow 2 (0 : ℝ)).mul_const (‖v i - v j‖ ^ 2 / 2))).const_add
      (‖r i - r j‖ ^ 2 / 2)
  refine d.congr_deriv ?_
  simp [distanceB]
```

## (b) A skew map from pair conditions

Let vectors \(x_i\) span \(E\), and let \(\langle x_j,w_i\rangle+\langle x_i,w_j\rangle=0\) for all \(i,j\). Find a skew \(K\) with

\[Kx_i=w_i\quad\text{for all }i.\]

**Solution.** For finitely many nonzero coefficients \(c_i\), put \(X(c)=\sum_i c_ix_i\) and \(W(c)=\sum_i c_iw_i\). By bilinearity,

\[\langle X(c'),W(c)\rangle+\langle X(c),W(c')\rangle=0 .\]

If \(X(c)=0\), then \(W(c)\) is orthogonal to every \(X(c')\), hence to all of \(E\), so \(W(c)=0\). Therefore \(K\,X(c)=W(c)\) defines a linear map, and the displayed identity says that it is skew.

In Lean, `hb` is this identity and `hker` the vanishing argument. The map is built as `W ∘ₗ g`, where `g` chooses coefficients for each vector; `hK` shows that the choice doesn't matter.

```lean
/-- If the vectors `x i` span the space and `⟪x j, w i⟫ + ⟪x i, w j⟫ = 0` for all pairs,
then some skew linear map sends every `x i` to `w i`. -/
theorem exists_skew_of_span (x w : ι → E) (hx : Submodule.span ℝ (Set.range x) = ⊤)
    (h : ∀ i j, ⟪x j, w i⟫_ℝ + ⟪x i, w j⟫_ℝ = 0) :
    ∃ K : E →ₗ[ℝ] E, IsSkew K ∧ ∀ i, K (x i) = w i := by
  obtain ⟨X, hX⟩ : ∃ X, X = Finsupp.linearCombination ℝ x := ⟨_, rfl⟩
  obtain ⟨W, hW⟩ : ∃ W, W = Finsupp.linearCombination ℝ w := ⟨_, rfl⟩
  have hX1 : ∀ i (t : ℝ), X (Finsupp.single i t) = t • x i := by
    intro i t; rw [hX, Finsupp.linearCombination_single]
  have hW1 : ∀ i (t : ℝ), W (Finsupp.single i t) = t • w i := by
    intro i t; rw [hW, Finsupp.linearCombination_single]
  have hr : LinearMap.range X = ⊤ := by rw [hX, Finsupp.range_linearCombination, hx]
  -- the pair condition extends to all linear combinations
  have hb : ∀ c c', ⟪X c', W c⟫_ℝ + ⟪X c, W c'⟫_ℝ = 0 := by
    intro c c'
    refine Finsupp.induction_linear c ?_ ?_ ?_
    · simp
    · intro f g hf hg
      simp only [map_add, inner_add_left, inner_add_right]
      linarith
    · intro i s
      refine Finsupp.induction_linear c' ?_ ?_ ?_
      · simp
      · intro f g hf hg
        simp only [map_add, inner_add_left, inner_add_right]
        linarith
      · intro j t
        simp only [hX1, hW1, real_inner_smul_left, real_inner_smul_right]
        linear_combination s * t * h i j
  obtain ⟨g, hg⟩ := X.exists_rightInverse_of_surjective hr
  have hg' : ∀ y, X (g y) = y := fun y => LinearMap.congr_fun hg y
  -- a vanishing combination of the `x i` gives a vanishing combination of the `w i`
  have hker : ∀ c, X c = 0 → W c = 0 := by
    intro c hc
    have e := hb c (g (W c))
    rw [hg', hc, inner_zero_left, add_zero] at e
    exact inner_self_eq_zero.mp e
  have hK : ∀ c, (W ∘ₗ g) (X c) = W c := by
    intro c
    have e := hker (g (X c) - c) (by rw [map_sub, hg', sub_self])
    rw [map_sub, sub_eq_zero] at e
    exact e
  refine ⟨W ∘ₗ g, ?_, ?_⟩
  · intro y z
    have e := hb (g y) (g z)
    have hy := hK (g y)
    have hz := hK (g z)
    rw [hg'] at hy hz e
    rw [hg'] at e
    rw [hy, hz, real_inner_comm]
    linarith
  · intro i
    have e := hK (Finsupp.single i 1)
    rwa [hX1, hW1, one_smul, one_smul] at e
```

## (c) A reference atom

Let the \(r_i\) affinely span \(E\). Find an atom \(o\) with

\[\operatorname{span}\{r_i-r_o\}=E .\]

**Solution.** There is at least one atom; call it \(o\). Every \(y\in E\) is \(\sum_i c_ir_i\) with \(\sum_i c_i=1\), so \(y-r_o=\sum_i c_i(r_i-r_o)\). As \(y\) runs over \(E\), so does \(y-r_o\). Lean phrases this through the direction of the affine span.

```lean
/-- For affinely spanning points there is a reference point from which the position
differences span the space. -/
theorem exists_reference (r : ι → E) (hr : affineSpan ℝ (Set.range r) = ⊤) :
    ∃ o, Submodule.span ℝ (Set.range fun i => r i - r o) = ⊤ := by
  have hn : (Set.range r).Nonempty := by
    rw [← affineSpan_nonempty ℝ, hr]
    exact ⟨0, by simp⟩
  obtain ⟨_, o, _⟩ := hn
  refine ⟨o, ?_⟩
  have e := vectorSpan_range_eq_span_range_vsub_right ℝ r o
  rw [← direction_affineSpan, hr, AffineSubspace.direction_top] at e
  exact e.symm
```

## (d) Rigid motions and nothing else

For affinely spanning \(r_i\), show that

\[\langle r_i-r_j,v_i-v_j\rangle=0\ \ \forall i,j\iff v_i=a+Kr_i\ \ \forall i\]

for some vector \(a\) and skew \(K\).

**Solution.** Take \(o\) from (c), \(x_i=r_i-r_o\) and \(w_i=v_i-v_o\). The pairs \((i,o)\) and \((j,o)\) give \(\langle x_i,w_i\rangle=\langle x_j,w_j\rangle=0\). Expanding the condition for \((i,j)\) then leaves \(\langle x_i,w_j\rangle+\langle x_j,w_i\rangle=0\). Part (b) supplies \(K\), and \(a=v_o-Kr_o\).

Conversely, \(v_i-v_j=K(r_i-r_j)\), and skewness gives \(\langle x,Kx\rangle=0\). In the code, `h1`, `h2` and `h3` are the three pair conditions.

```lean
/-- Velocities of affinely spanning points keep all pair distances to first order if and
only if they are a translation plus a skew linear map of the positions. -/
theorem preserves_distances_iff (r v : ι → E) (hr : affineSpan ℝ (Set.range r) = ⊤) :
    (∀ i j, ⟪r i - r j, v i - v j⟫_ℝ = 0) ↔
      ∃ (a : E) (K : E →ₗ[ℝ] E), IsSkew K ∧ ∀ i, v i = a + K (r i) := by
  constructor
  · intro h
    obtain ⟨o, ho⟩ := exists_reference r hr
    obtain ⟨K, hK, hKx⟩ := exists_skew_of_span (fun i => r i - r o) (fun i => v i - v o) ho
      (by
        intro i j
        have h1 := h i j
        have h2 := h i o
        have h3 := h j o
        simp only [inner_sub_left, inner_sub_right] at h1 h2 h3 ⊢
        linarith)
    refine ⟨v o - K (r o), K, hK, fun i => ?_⟩
    have e : K (r i - r o) = v i - v o := hKx i
    rw [map_sub] at e
    linear_combination (norm := module) -e
  · rintro ⟨a, K, hK, hv⟩ i j
    have e : v i - v j = K (r i - r j) := by rw [hv i, hv j, map_sub]; abel
    have s := hK (r i - r j) (r i - r j)
    rw [real_inner_comm] at s
    rw [e]
    linarith
```

## (e) Uniqueness

For affinely spanning \(r_i\), let \(a+Kr_i=b+Lr_i\) for all \(i\), with \(K,L\) linear. Show that

\[a=b,\qquad K=L .\]

**Solution.** Subtracting the equation for \(o\) shows that \(K\) and \(L\) agree on the spanning vectors \(r_i-r_o\). So \(K=L\), and then \(a=b\).

```lean
/-- For affinely spanning points the translation and the linear map are determined by the
velocities. -/
theorem motion_unique (r : ι → E) (hr : affineSpan ℝ (Set.range r) = ⊤) {a b : E}
    {K L : E →ₗ[ℝ] E} (h : ∀ i, a + K (r i) = b + L (r i)) : a = b ∧ K = L := by
  obtain ⟨o, ho⟩ := exists_reference r hr
  have hKL : K = L := by
    refine LinearMap.ext_on_range ho fun i => ?_
    rw [map_sub, map_sub]
    linear_combination (norm := module) h i - h o
  subst hKL
  exact ⟨add_right_cancel (h o), rfl⟩
```

## (f) Angular velocity

In \(\mathbb R^3\), show that

\[K\text{ is skew}\iff Kx=\omega\times x\ \text{ for some }\omega .\]

**Solution.** Number the axes \(0,1,2\) and let \(K_{ij}=(Ke_j)_i\). Skewness means \(K_{ij}=-K_{ji}\), so the diagonal vanishes and \(\omega=(K_{21},K_{02},K_{10})\) reproduces \(K\). The converse is the antisymmetry of the triple product. Lean compares components in both directions; `hs` is the matrix identity \(K_{ij}=-K_{ji}\).

```lean
/-- Ordinary three-dimensional space. -/
abbrev Space := EuclideanSpace ℝ (Fin 3)

/-- The cross product `ω × x`, linear in both vectors. -/
def cross : Space →ₗ[ℝ] Space →ₗ[ℝ] Space :=
  LinearMap.mk₂ ℝ (fun ω x => !₂[ω 1 * x 2 - ω 2 * x 1, ω 2 * x 0 - ω 0 * x 2,
      ω 0 * x 1 - ω 1 * x 0])
    (by intros; ext i; fin_cases i <;> simp <;> ring)
    (by intros; ext i; fin_cases i <;> simp <;> ring)
    (by intros; ext i; fin_cases i <;> simp <;> ring)
    (by intros; ext i; fin_cases i <;> simp <;> ring)

/-- In three dimensions the skew linear maps are exactly the maps `x ↦ ω × x`. -/
theorem isSkew_iff_cross (K : Space →ₗ[ℝ] Space) : IsSkew K ↔ ∃ ω, K = cross ω := by
  constructor
  · intro hK
    obtain ⟨e, he⟩ : ∃ e : Fin 3 → Space, ∀ i j, e i j = if j = i then 1 else 0 :=
      ⟨fun i => WithLp.toLp 2 (fun j => if j = i then 1 else 0), fun _ _ => rfl⟩
    -- the matrix of `K` is antisymmetric
    have hs : ∀ i j, K (e j) i = -K (e i) j := by
      intro i j
      have h := hK (e j) (e i)
      simpa [PiLp.inner_apply, he] using h
    refine ⟨!₂[K (e 1) 2, K (e 2) 0, K (e 0) 1], LinearMap.ext fun x => ?_⟩
    have hx : x = x 0 • e 0 + x 1 • e 1 + x 2 • e 2 := by
      ext i; fin_cases i <;> simp [he]
    have hKx : K x = x 0 • K (e 0) + x 1 • K (e 1) + x 2 • K (e 2) := by
      have h := congrArg K hx
      simpa only [map_add, map_smul] using h
    rw [hKx]
    ext i
    fin_cases i
    · change x 0 * K (e 0) 0 + x 1 * K (e 1) 0 + x 2 * K (e 2) 0
        = K (e 2) 0 * x 2 - K (e 0) 1 * x 1
      linear_combination x 0 / 2 * hs 0 0 + x 1 * hs 0 1
    · change x 0 * K (e 0) 1 + x 1 * K (e 1) 1 + x 2 * K (e 2) 1
        = K (e 0) 1 * x 0 - K (e 1) 2 * x 2
      linear_combination x 1 / 2 * hs 1 1 + x 2 * hs 1 2
    · change x 0 * K (e 0) 2 + x 1 * K (e 1) 2 + x 2 * K (e 2) 2
        = K (e 1) 2 * x 1 - K (e 2) 0 * x 0
      linear_combination x 0 * hs 2 0 + x 2 / 2 * hs 2 2
  · rintro ⟨ω, rfl⟩ x y
    simp [PiLp.inner_apply, Fin.sum_univ_three, cross]
    ring
```

## (g) The kernel in three dimensions

For atoms affinely spanning \(\mathbb R^3\), show that

\[\ker B=\{(a+\omega\times r_i)_i : a,\omega\in\mathbb R^3\}.\]

**Solution.** Combine (d) and (f). The right side is the range of `rigidMotion r`.

```lean
/-- The velocities `a + ω × r i` as a linear function of the pair `(a, ω)`. -/
def rigidMotion (r : ι → Space) : Space × Space →ₗ[ℝ] (ι → Space) where
  toFun p i := p.1 + cross p.2 (r i)
  map_add' p q := by
    funext i
    simp only [Prod.fst_add, Prod.snd_add, map_add, LinearMap.add_apply, Pi.add_apply]
    abel
  map_smul' c p := by
    funext i
    simp only [Prod.smul_fst, Prod.smul_snd, map_smul, LinearMap.smul_apply, Pi.smul_apply,
      RingHom.id_apply, smul_add]

/-- For points that affinely span three-dimensional space, the kernel of B consists exactly
of the velocities `a + ω × r i`. -/
theorem range_rigidMotion (r : ι → Space) (hr : affineSpan ℝ (Set.range r) = ⊤) :
    LinearMap.range (rigidMotion r) = LinearMap.ker (distanceB r) := by
  ext v
  have hk : v ∈ LinearMap.ker (distanceB r) ↔ ∀ i j, ⟪r i - r j, v i - v j⟫_ℝ = 0 :=
    ⟨fun h i j => congrFun (congrFun (LinearMap.mem_ker.mp h) i) j,
      fun h => LinearMap.mem_ker.mpr (funext fun i => funext fun j => h i j)⟩
  rw [hk, preserves_distances_iff r v hr]
  constructor
  · rintro ⟨p, rfl⟩
    exact ⟨p.1, cross p.2, (isSkew_iff_cross _).mpr ⟨p.2, rfl⟩, fun _ => rfl⟩
  · rintro ⟨a, K, hK, hv⟩
    obtain ⟨ω, rfl⟩ := (isSkew_iff_cross K).mp hK
    exact ⟨(a, ω), funext fun i => (hv i).symm⟩
```

## (h) Counting

Under the same hypothesis, show that

\[\dim\ker B=6 .\]

**Solution.** By (e), the velocities fix \(a\) and the map \(\omega\times\cdot\). Since \(\omega\times e_0=(0,\omega_2,-\omega_1)\) and \(\omega\times e_1=(-\omega_2,0,\omega_0)\), they fix \(\omega\) too. The dimension is \(3+3\).

For a non-planar molecule described by all its pair distances, an optimiser thus has exactly six independent blind directions, to first order. Planar molecules in \(\mathbb R^3\) fail the spanning hypothesis, so the theorem does not decide their count either way. For atoms affinely spanning \(\mathbb R^d\), the same argument by hand gives \(d+\tfrac12d(d-1)=\tfrac12d(d+1)\).

```lean
/-- For points that affinely span three-dimensional space, the kernel of B has
dimension six. -/
theorem finrank_ker_distanceB (r : ι → Space) (hr : affineSpan ℝ (Set.range r) = ⊤) :
    Module.finrank ℝ (LinearMap.ker (distanceB r)) = 6 := by
  have hinj : Function.Injective (rigidMotion r) := by
    intro p q h
    obtain ⟨h1, h2⟩ := motion_unique r hr (fun i => congrFun h i)
    refine Prod.ext h1 ?_
    -- the angular velocity is read off from its action on two axes
    have a1 := congrArg (fun L : Space →ₗ[ℝ] Space => L !₂[1, 0, 0] 1) h2
    have a2 := congrArg (fun L : Space →ₗ[ℝ] Space => L !₂[1, 0, 0] 2) h2
    have a3 := congrArg (fun L : Space →ₗ[ℝ] Space => L !₂[0, 1, 0] 2) h2
    simp [cross] at a1 a2 a3
    ext i
    fin_cases i
    · exact a3
    · exact a2
    · exact a1
  rw [← range_rigidMotion r hr, LinearMap.finrank_range_of_inj hinj]
  simp [Module.finrank_prod]
```

## (i) Collinear atoms

Place atoms \(0,1,2\) at \((-1,0),(0,0),(1,0)\), and let only the middle one move, with \(v_1=(0,1)\). Show that

\[Bv=0,\quad\text{but no } a \text{ and linear } K \text{ give } v_i=a+Kr_i\ \ \forall i .\]

**Solution.** Position differences lie along the line and velocity differences across it, so every product vanishes. But \(r_0+r_2=2r_1\) would force \(v_0+v_2=2v_1\), that is, \(0=(0,2)\). So (d) can fail without affine spanning: distances miss the bend of a linear triatomic to first order.

```lean
/-- Three equally spaced atoms on a line in the plane. -/
def lineAtoms : Fin 3 → EuclideanSpace ℝ (Fin 2) := ![!₂[-1, 0], !₂[0, 0], !₂[1, 0]]

/-- Velocities in which only the middle atom moves, perpendicular to the line. -/
def bend : Fin 3 → EuclideanSpace ℝ (Fin 2) := ![!₂[0, 0], !₂[0, 1], !₂[0, 0]]

/-- The bend of three collinear atoms keeps all pair distances to first order, yet it is
not a translation plus a linear map of the positions. -/
theorem collinear_bend :
    (∀ i j, ⟪lineAtoms i - lineAtoms j, bend i - bend j⟫_ℝ = 0) ∧
      ¬ ∃ (a : EuclideanSpace ℝ (Fin 2))
        (K : EuclideanSpace ℝ (Fin 2) →ₗ[ℝ] EuclideanSpace ℝ (Fin 2)),
        ∀ i, bend i = a + K (lineAtoms i) := by
  constructor
  · intro i j
    fin_cases i <;> fin_cases j <;>
      simp [lineAtoms, bend, PiLp.inner_apply, Fin.sum_univ_two]
  · rintro ⟨a, K, h⟩
    have hl : lineAtoms 0 + lineAtoms 2 = (2 : ℝ) • lineAtoms 1 := by
      ext i; fin_cases i <;> simp [lineAtoms]
    have hK := congrArg K hl
    rw [map_add, map_smul] at hK
    -- the middle velocity would have to be the mean of the outer ones
    have hv : bend 0 + bend 2 = (2 : ℝ) • bend 1 := by
      rw [h 0, h 1, h 2]
      linear_combination (norm := module) hK
    have e := congrArg (fun x : EuclideanSpace ℝ (Fin 2) => x 1) hv
    simp [bend] at e

end

end RigidMotionKernel
```

```lean
#print axioms RigidMotionKernel.hasDerivAt_half_sq_distance
-- 'RigidMotionKernel.hasDerivAt_half_sq_distance' depends on axioms: [propext, Classical.choice, Quot.sound]
#print axioms RigidMotionKernel.preserves_distances_iff
-- 'RigidMotionKernel.preserves_distances_iff' depends on axioms: [propext, Classical.choice, Quot.sound]
#print axioms RigidMotionKernel.finrank_ker_distanceB
-- 'RigidMotionKernel.finrank_ker_distanceB' depends on axioms: [propext, Classical.choice, Quot.sound]
#print axioms RigidMotionKernel.collinear_bend
-- 'RigidMotionKernel.collinear_bend' depends on axioms: [propext, Classical.choice, Quot.sound]
```
